# A discrete Duhamel formula for dynamical maps generated by two sets of transfer tensors

In the transfer-tensor description of dynamics with memory, the map at time zero is the identity, and each later map is a sum of transfer tensors times earlier maps. The theorem `duhamel` compares the maps generated by two sequences `T` and `S`: their difference at step `n + 1` is a sum over histories that evolve with `T`, undergo one insertion of a difference `T (k + 1) - S (k + 1)`, and then evolve with `S`. Time is discrete, each tensor depends only on the number of steps it spans, and the tensors are elements of an arbitrary ring, so they need not commute and no positivity or trace preservation is assumed. The proof encodes the maps as power series, applies a resolvent identity to their Dyson equations, and compares the coefficients at order `n + 1`.

An attempt in Lean 4 with a fault in it:

```lean
import Mathlib

open Finset
open PowerSeries (X)

namespace Duhamel

variable {R : Type*}

/-- The dynamical maps generated by transfer tensors `T 1, T 2, …`: the map at time zero is the
identity, and each later map is the memory sum of `T k` times the map `k` steps earlier. -/
def dynMap [Ring R] (T : ℕ → R) : ℕ → R
  | 0 => 1
  | n + 1 => ∑ k : Fin (n + 1), T (k.val + 1) * dynMap T (n - k.val)
  decreasing_by omega

/-- The transfer-tensor recursion, with the memory sum written over `k = 0, …, n`. -/
theorem dynMap_succ [Ring R] (T : ℕ → R) (n : ℕ) :
    dynMap T (n + 1) = ∑ k ∈ range (n + 1), T (k + 1) * dynMap T (n - k) := by
  rw [dynMap, Finset.sum_range]

/-- The generating series of the dynamical maps solves a Dyson equation whose self-energy is the
generating series of the transfer tensors. -/
theorem dyson_series [Ring R] (T : ℕ → R) :
    PowerSeries.mk (dynMap T)
      = 1 + X * (PowerSeries.mk (fun k => T (k + 1)) * PowerSeries.mk (dynMap T)) := by
  ext n
  cases n with
  | zero => simp [dynMap]
  | succ n =>
    rw [map_add, PowerSeries.coeff_succ_X_mul, PowerSeries.coeff_mul, PowerSeries.coeff_mk,
      PowerSeries.coeff_one, if_neg (Nat.succ_ne_zero n), zero_add, dynMap_succ,
      Finset.Nat.sum_antidiagonal_eq_sum_range_succ_mk]
    simp [PowerSeries.coeff_mk]

/-- Resolvent identity: two solutions of Dyson equations with self-energies `t` and `s` differ
by one insertion of `t - s` between them. -/
theorem resolvent_series [Ring R] (e f t s : PowerSeries R)
    (he : e = 1 + X * (t * e)) (hf : f = 1 + X * (s * f)) :
    e - f = X * (f * ((t - s) * e)) := by
  -- a causal homogeneous equation has only the zero solution
  have hz : ∀ d : PowerSeries R, d = X * (s * d) → d = 0 := by
    intro d hd
    ext n
    induction n using Nat.strong_induction_on with
    | _ n ih =>
      rw [hd]
      cases n with
      | zero => simp
      | succ n =>
        rw [PowerSeries.coeff_succ_X_mul, PowerSeries.coeff_mul, map_zero]
        apply Finset.sum_eq_zero
        intro p hp
        have hp' := mem_antidiagonal.mp hp
        rw [ih p.2 (by omega), map_zero, mul_zero]
  have h1 : e - f = X * (t * e) - X * (s * f) := by
    calc e - f = (1 + X * (t * e)) - (1 + X * (s * f)) := by rw [← he, ← hf]
      _ = _ := by abel
  have h2 : f * ((t - s) * e) = (t - s) * e + X * (s * (f * ((t - s) * e))) := by
    calc f * ((t - s) * e) = (1 + X * (s * f)) * ((t - s) * e) := by rw [← hf]
      _ = _ := by noncomm_ring
  -- the difference of the two sides solves the homogeneous equation
  refine sub_eq_zero.mp (hz _ ?_)
  calc e - f - X * (f * ((t - s) * e))
      = (X * (t * e) - X * (s * f))
        - X * ((t - s) * e + X * (s * (f * ((t - s) * e)))) := by rw [← h1, ← h2]
    _ = X * (s * (e - f)) - X * ((X * s) * (f * ((t - s) * e))) := by noncomm_ring
    _ = X * (s * (e - f)) - X * ((s * X) * (f * ((t - s) * e))) := by
        rw [(PowerSeries.commute_X s).eq]
    _ = X * (s * (e - f - X * (f * ((t - s) * e)))) := by noncomm_ring

/-- Discrete Duhamel formula: the dynamics of two memory kernels differ by a sum over histories
with `T` first, then one insertion of the kernel difference, then `S`. -/
theorem duhamel [Ring R] (T S : ℕ → R) (n : ℕ) :
    dynMap T (n + 1) - dynMap S (n + 1) = ∑ i ∈ range (n + 1), dynMap S i *
      ∑ k ∈ range (n - i + 1), (T (k + 1) - S (k + 1)) * dynMap T (n - i - k) := by
  have h := PowerSeries.ext_iff.mp
    (resolvent_series _ _ _ _ (dyson_series T) (dyson_series S)) (n + 1)
  simp only [PowerSeries.coeff_succ_X_mul, PowerSeries.coeff_mul, map_sub,
    Finset.Nat.sum_antidiagonal_eq_sum_range_succ_mk, PowerSeries.coeff_mk] at h
  exact h

end Duhamel
```

The compiler's answer:

```
Main.lean:81:2: error: Type mismatch
  h
has type
  dynMap T (n + 1) - dynMap S (n + 1) =
    ∑ x ∈ range (n + 1).succ,
      (PowerSeries.coeff x) X *
        ∑ x_1 ∈ range (n + 1 - x).succ,
          dynMap S x_1 *
            ∑ x_2 ∈ range (n + 1 - x - x_1).succ, (T (x_2 + 1) - S (x_2 + 1)) * dynMap T (n + 1 - x - x_1 - x_2)
but is expected to have type
  dynMap T (n + 1) - dynMap S (n + 1) =
    ∑ i ∈ range (n + 1), dynMap S i * ∑ k ∈ range (n - i + 1), (T (k + 1) - S (k + 1)) * dynMap T (n - i - k)
Main.lean:79:13: warning: This simp argument is unused:
  PowerSeries.coeff_succ_X_mul

Hint: Omit it from the simp argument list.
  [apply] simp only [PowerSeries.coeff_mul, map_sub, Finset.Nat.sum_antidiagonal_eq_sum_range_succ_mk,
    PowerSeries.coeff_mk] at h

Note: This linter can be disabled with `set_option linter.unusedSimpArgs false`
```

The type mismatch says that `h` has the right left-hand side but a different sum on the right. In the resolvent identity, the right-hand side is `X` times a product of series. Two lemmas in the `simp only` list fit its coefficient at `n + 1`: `PowerSeries.coeff_succ_X_mul`, which removes `X` and lowers the order to `n`, and `PowerSeries.coeff_mul`, which expands any product as a convolution. Lean used the second, so the first no longer had a term to match, as the unused-argument warning confirms. What remained was an extra outer sum containing `(PowerSeries.coeff x) X`, which nothing in the list evaluates, and `exact h` failed.

The repair applies `PowerSeries.coeff_succ_X_mul` by `rw` first. The `simp only` call then expands only the coefficient at `n` of the remaining product, which gives the two nested sums of the goal. Taking the lemma out of the `simp only` list is tidying, since its work is already done, and the new comment only describes the step.

The repair, with which the file compiles:

```diff
@@ -77,5 +77,7 @@
   have h := PowerSeries.ext_iff.mp
     (resolvent_series _ _ _ _ (dyson_series T) (dyson_series S)) (n + 1)
-  simp only [PowerSeries.coeff_succ_X_mul, PowerSeries.coeff_mul, map_sub,
+  -- the factor `X` shifts time by one step
+  rw [PowerSeries.coeff_succ_X_mul] at h
+  simp only [PowerSeries.coeff_mul, map_sub,
     Finset.Nat.sum_antidiagonal_eq_sum_range_succ_mk, PowerSeries.coeff_mk] at h
   exact h
```
